# Direct and exchange interaction energy of a bosonic Fock state

For finitely many boson modes, let \(a_i\) annihilate and \(a_i^\dagger\) create a quantum in mode \(i\), and let \(\Psi\) be a unit vector with \(a_i^\dagger a_i\Psi=n_i\Psi\) for natural numbers \(n_i\). For any complex coefficients \(V_{pqrs}\),

\[
\Big\langle\Psi,\tfrac12\sum_{pqrs}V_{pqrs}\,a_p^\dagger a_q^\dagger a_s a_r\Psi\Big\rangle
=\tfrac12\sum_i V_{iiii}\,n_i(n_i-1)+\tfrac12\sum_{i\ne j}(V_{ijij}+V_{ijji})\,n_in_j .
\]

The terms \(V_{ijij}\) are direct and the terms \(V_{ijji}\) are exchange. This is the bosonic analogue of the two-body energy of a Slater determinant, restricted to a single Fock state in finitely many modes and without the one-body energy.

## Finitely many modes, any coefficients

The modes are labelled by a type `ι`, and the operators `a i` and `ad i` are linear maps on a complex vector space `E`. Ladder operators are unbounded, so `E` plays the role of a common domain on which all of them act. It later carries an inner product. Completeness is not assumed: with at least one mode, a nonzero complete `E` could not satisfy both the commutation relations and the adjointness used below.

```lean
import Mathlib

open scoped InnerProductSpace

namespace BosonFockEnergy

noncomputable section

/-- Boson ladder operators: `a i` annihilates and `ad i` creates a quantum in mode `i`, with
`[a i, ad j] = δ_ij` and mutually commuting annihilators. -/
structure BosonModes {ι E : Type*} [DecidableEq ι] [AddCommGroup E] [Module ℂ E]
    (a ad : ι → E →ₗ[ℂ] E) : Prop where
  ccr : ∀ i j x, a i (ad j x) - ad j (a i x) = (if i = j then (1 : ℂ) else 0) • x
  comm : ∀ i j x, a i (a j x) = a j (a i x)

/-- The two-body interaction `½ ∑ V_pqrs a_p† a_q† a_s a_r`. -/
def pairInteraction {ι E : Type*} [Fintype ι] [AddCommGroup E] [Module ℂ E]
    (V : ι → ι → ι → ι → ℂ) (a ad : ι → E →ₗ[ℂ] E) : E →ₗ[ℂ] E :=
  (1 / 2 : ℂ) • ∑ p, ∑ q, ∑ r, ∑ s, V p q r s • (ad p ∘ₗ ad q ∘ₗ a s ∘ₗ a r)
```

In `pairInteraction` the index \(r\) pairs with \(p\) and \(s\) with \(q\), although \(a_s\) stands to the left of \(a_r\). No Hermiticity or exchange symmetry of \(V\) is assumed, so the energy may be complex.

Finiteness of `ι` makes the fourfold sum an ordinary sum, both by hand and in the proof, where it lets the inner product pass through term by term. With infinitely many modes, the interaction would first need a domain and a notion of convergence.

## Commutation relations lower an occupation by one

`BosonModes` contains \([a_i,a_j^\dagger]=\delta_{ij}\) and \([a_i,a_j]=0\), each applied to vectors. They express Bose statistics for orthonormal modes. Polynomials give a concrete model: annihilation is \(\partial/\partial x_k\), creation is multiplication by \(x_k\), and the exponents of a monomial are its occupation numbers.

```lean
/-- Annihilation in mode `k` on polynomials: the partial derivative. -/
def polyLower {ι : Type*} (k : ι) : MvPolynomial ι ℂ →ₗ[ℂ] MvPolynomial ι ℂ :=
  (MvPolynomial.pderiv k).toLinearMap

/-- Creation in mode `k` on polynomials: multiplication by the variable. -/
def polyRaise {ι : Type*} (k : ι) : MvPolynomial ι ℂ →ₗ[ℂ] MvPolynomial ι ℂ :=
  LinearMap.mulLeft ℂ (MvPolynomial.X k)

/-- Derivatives and multiplications on polynomials obey the boson commutation relations, and
each monomial has its exponents as occupation numbers. -/
theorem bosonModes_witness {ι : Type*} [DecidableEq ι] :
    BosonModes (polyLower (ι := ι)) polyRaise ∧
      ∀ (m : ι →₀ ℕ) (i : ι), polyRaise i (polyLower i (MvPolynomial.monomial m 1)) =
        (m i : ℂ) • MvPolynomial.monomial m (1 : ℂ) := by
  have hD : ∀ (D : Derivation ℂ (MvPolynomial ι ℂ) (MvPolynomial ι ℂ))
      (x : MvPolynomial ι ℂ), D.toLinearMap x = D x := fun _ _ => rfl
  have hL : ∀ (k : ι) (x : MvPolynomial ι ℂ),
      polyLower k x = MvPolynomial.pderiv k x := by
    intro k x
    unfold polyLower
    exact hD _ x
  have hR : ∀ (k : ι) (x : MvPolynomial ι ℂ),
      polyRaise k x = MvPolynomial.X k * x := by
    intro k x
    unfold polyRaise
    exact LinearMap.mulLeft_apply _ _ _
  refine ⟨⟨fun i j x => ?_, fun i j x => ?_⟩, fun m i => ?_⟩
  · simp only [hL, hR]
    rw [Derivation.leibniz, MvPolynomial.pderiv_X]
    by_cases hij : i = j
    · subst hij
      simp
    · simp [hij, Ne.symm hij]
  · -- the commutator of two partial derivatives is a derivation killing every variable
    have h : ⁅(MvPolynomial.pderiv i : Derivation ℂ (MvPolynomial ι ℂ) (MvPolynomial ι ℂ)),
        (MvPolynomial.pderiv j : Derivation ℂ (MvPolynomial ι ℂ) (MvPolynomial ι ℂ))⁆ =
        (0 : Derivation ℂ (MvPolynomial ι ℂ) (MvPolynomial ι ℂ)) := by
      refine MvPolynomial.derivation_ext fun k => ?_
      rw [Derivation.commutator_apply, MvPolynomial.pderiv_X, MvPolynomial.pderiv_X]
      simp only [Pi.single_apply]
      split_ifs <;> simp
    have hx := congrArg (fun D => D x) h
    simp only [Derivation.commutator_apply, Derivation.coe_zero, Pi.zero_apply] at hx
    simp only [hL]
    exact sub_eq_zero.mp hx
  · simp only [hL, hR]
    rw [MvPolynomial.X_mul_pderiv_monomial, Nat.cast_smul_eq_nsmul]
```

The first relation is the Leibniz rule. For the second, the commutator of two partial derivatives is a derivation that kills every variable, hence zero. The occupation equation is \(x_i\partial_i x^m=m_ix^m\). The theorem puts no inner product on the polynomials; the one that makes monomials orthogonal with \(\|x^m\|^2=\prod_i m_i!\) also makes the two operators adjoint, and the normalised Fock state is then \(x^m/\sqrt{\prod_i m_i!}\).

By hand, the relations are used as follows. Write \(N_k=a_k^\dagger a_k\) and suppose \(N_kx=cx\). Applying \([a_r,a_k^\dagger]=\delta_{kr}\) to \(a_kx\) gives

\[
a_ra_k^\dagger a_kx-a_k^\dagger a_ra_kx=\delta_{kr}a_kx .
\]

The first term is \(c\,a_rx\). Since annihilators commute, the second is \(N_ka_rx\). Therefore

\[
N_k a_rx=(c-\delta_{kr})\,a_rx .
\]

```lean
variable {ι E : Type*} [DecidableEq ι] [NormedAddCommGroup E] [InnerProductSpace ℂ E]
  {a ad : ι → E →ₗ[ℂ] E} {n : ι → ℕ} {Ψ : E}

/-- Annihilating a quantum in mode `r` lowers the occupation of mode `k` by `δ_kr`. -/
theorem number_annihilate (h : BosonModes a ad) (k r : ι) {c : ℝ} {x : E}
    (hx : ad k (a k x) = (c : ℂ) • x) :
    ad k (a k (a r x)) = ((c - if k = r then 1 else 0 : ℝ) : ℂ) • a r x := by
  have h1 := h.ccr r k (a k x)
  rw [hx, map_smul, h.comm r k x] at h1
  by_cases hk : k = r
  · subst hk
    rw [if_pos rfl] at h1 ⊢
    push_cast
    linear_combination (norm := module) (-1 : ℂ) • h1
  · rw [if_neg (Ne.symm hk)] at h1
    rw [if_neg hk]
    push_cast
    linear_combination (norm := module) (-1 : ℂ) • h1
```

The proof makes the same substitutions in `h1` and then separates \(k=r\) from \(k\ne r\). The eigenvalue \(c\) is real, so subtraction also makes sense at \(c=0\).

Without \([a_i,a_j^\dagger]=\delta_{ij}\), the reduction from \(n_i\) to \(n_i-1\) is lost; commuting classical amplitudes would give \(n_i^2\). Without commuting annihilators, an extra term \(a_k^\dagger[a_k,a_r]x\) spoils the lowering rule.

## Adjointness removes the off-diagonal terms

The hypothesis `hadj` says \(\langle a_ix,y\rangle=\langle x,a_i^\dagger y\rangle\) for all vectors in `E`. It ties creation to annihilation through the inner product, which Lean takes to be conjugate-linear in its first argument.

It makes \(N_k\) symmetric. If \(N_kx=cx\) and \(N_ky=dy\) with real \(c\ne d\), then

\[
c\langle x,y\rangle=\langle N_kx,y\rangle=\langle x,N_ky\rangle=d\langle x,y\rangle ,
\]

and hence \(\langle x,y\rangle=0\).

```lean
omit [DecidableEq ι] in
/-- States with different occupations of some mode `k` are orthogonal. -/
theorem orthogonal_of_occupation_ne (hadj : ∀ i x y, ⟪a i x, y⟫_ℂ = ⟪x, ad i y⟫_ℂ)
    {k : ι} {c d : ℝ} {x y : E} (hx : ad k (a k x) = (c : ℂ) • x)
    (hy : ad k (a k y) = (d : ℂ) • y) (hcd : c ≠ d) : ⟪x, y⟫_ℂ = 0 := by
  -- the number operator is symmetric
  have h1 : ⟪ad k (a k x), y⟫_ℂ = ⟪x, ad k (a k y)⟫_ℂ := by
    rw [← hadj, ← inner_conj_symm (𝕜 := ℂ) (ad k (a k x)) y, ← hadj, inner_conj_symm]
  rw [hx, hy, inner_smul_left, inner_smul_right, Complex.conj_ofReal] at h1
  have h2 : ((c : ℂ) - d) * ⟪x, y⟫_ℂ = 0 := by linear_combination h1
  rcases mul_eq_zero.mp h2 with h3 | h3
  · exact absurd (Complex.ofReal_injective (sub_eq_zero.mp h3)) hcd
  · exact h3
```

Here `h1` is the symmetry of \(N_k\), and `h2` is \((c-d)\langle x,y\rangle=0\). Without adjointness, states with different occupations could overlap, and coefficients such as \(V_{1122}\) could enter the energy.

## Definite occupations leave two pairings

The hypothesis `hn` says that \(\Psi\) has a definite number of bosons in every mode. Combined with the lowering rule, it gives

\[
a_i^\dagger a_j^\dagger a_ja_i\Psi
=a_i^\dagger(n_j-\delta_{ij})a_i\Psi
=n_i(n_j-\delta_{ij})\Psi ,
\]

which counts ordered pairs of different bosons.

```lean
/-- On a Fock state, `a_i† a_j† a_j a_i` counts ordered pairs of bosons: it multiplies the
state by `n_i (n_j - δ_ij)`. -/
theorem pair_counting (h : BosonModes a ad) (hn : ∀ i, ad i (a i Ψ) = (n i : ℂ) • Ψ)
    (i j : ι) : ad i (ad j (a j (a i Ψ))) =
      ((n i : ℂ) * ((n j : ℂ) - if j = i then 1 else 0)) • Ψ := by
  have h1 := number_annihilate h j i (c := (n j : ℝ)) (x := Ψ)
    (by rw [Complex.ofReal_natCast]; exact hn j)
  rw [h1, map_smul, hn i, smul_smul]
  congr 1
  split_ifs <;> push_cast <;> ring
```

For a general matrix element, adjointness gives

\[
\langle\Psi,a_p^\dagger a_q^\dagger a_sa_r\Psi\rangle
=\langle a_qa_p\Psi,\,a_sa_r\Psi\rangle .
\]

The two vectors have eigenvalues \(n_k-\delta_{kp}-\delta_{kq}\) and \(n_k-\delta_{kr}-\delta_{ks}\) of \(N_k\). If these differ for some \(k\), the element vanishes. They agree for every \(k\) only in two cases:

- If \(r=p\) and \(s=q\), pair counting gives \(n_p(n_q-\delta_{pq})\).
- If \(r=q\), \(s=p\) and \(p\ne q\), exchanging the annihilators gives \(n_pn_q\).

For \(p=q\) the two pairings coincide and are counted once. Thus

\[
\langle\Psi,a_p^\dagger a_q^\dagger a_sa_r\Psi\rangle
=\delta_{rp}\delta_{sq}\,n_p(n_q-\delta_{pq})
+\delta_{rq}\delta_{sp}(1-\delta_{pq})\,n_pn_q .
\]

```lean
/-- The two-body matrix element of a Fock state is a direct term plus an exchange term, the
latter present only for distinct modes. -/
theorem two_body_element (h : BosonModes a ad)
    (hadj : ∀ i x y, ⟪a i x, y⟫_ℂ = ⟪x, ad i y⟫_ℂ)
    (hn : ∀ i, ad i (a i Ψ) = (n i : ℂ) • Ψ) (hΨ : ‖Ψ‖ = 1) (p q r s : ι) :
    ⟪Ψ, ad p (ad q (a s (a r Ψ)))⟫_ℂ =
      (if r = p then 1 else 0) * (if s = q then 1 else 0) *
        ((n p : ℂ) * ((n q : ℂ) - if q = p then 1 else 0)) +
      (if r = q then 1 else 0) * (if s = p then 1 else 0) *
        (if p = q then 0 else (n p : ℂ) * (n q : ℂ)) := by
  have hself : ⟪Ψ, Ψ⟫_ℂ = 1 := by
    rw [inner_self_eq_norm_sq_to_K, hΨ]
    simp
  by_cases hd : r = p ∧ s = q
  · obtain ⟨rfl, rfl⟩ := hd
    rw [pair_counting h hn, inner_smul_right, hself]
    split_ifs <;> simp_all
  by_cases he : r = q ∧ s = p
  · have hpq : p ≠ q := fun e => hd ⟨he.1.trans e.symm, he.2.trans e⟩
    rw [he.1, he.2, h.comm, pair_counting h hn, inner_smul_right, hself]
    simp [hpq, hpq.symm]
  -- otherwise the two doubly annihilated states differ in some occupation
  have hz : ⟪Ψ, ad p (ad q (a s (a r Ψ)))⟫_ℂ = 0 := by
    rw [← hadj, ← hadj]
    by_contra hne
    have hn' : ∀ k, ad k (a k Ψ) = ((n k : ℝ) : ℂ) • Ψ := fun k => by
      rw [Complex.ofReal_natCast]; exact hn k
    have key : ∀ k, (n k : ℝ) - (if k = p then 1 else 0) - (if k = q then 1 else 0) =
        (n k : ℝ) - (if k = r then 1 else 0) - (if k = s then 1 else 0) := by
      intro k
      by_contra hk
      exact hne (orthogonal_of_occupation_ne hadj
        (number_annihilate h k q (number_annihilate h k p (hn' k)))
        (number_annihilate h k s (number_annihilate h k r (hn' k))) hk)
    have hp := key p
    have hq := key q
    split_ifs at hp hq <;> first | linarith | (subst_vars; simp_all)
  have delta : ∀ x y : ι, ¬(r = x ∧ s = y) →
      (if r = x then (1 : ℂ) else 0) * (if s = y then 1 else 0) = 0 := by
    intro x y hxy
    by_cases h1 : r = x
    · have h2 : ¬ s = y := fun e => hxy ⟨h1, e⟩
      rw [if_neg h2, mul_zero]
    · rw [if_neg h1, zero_mul]
  rw [hz, delta p q hd, delta q p he, zero_mul, zero_mul, add_zero]
```

The cases `hd` and `he` are the two pairings. In the remaining case, `key` states that a nonzero element would force all eigenvalues to agree; evaluating it at \(k=p\) and \(k=q\) already leads to a contradiction.

Definite occupation matters. In \((|2,0\rangle+|0,2\rangle)/\sqrt2\) the mean occupations are both 1, yet if \(V_{1122}=V_{2211}=v\) with \(v\) real and all other coefficients vanish, the interaction is Hermitian and its expectation value is \(v\). The Fock-state formula contains neither coefficient and would give zero.

## Unit norm fixes the scale

The hypothesis `hΨ` makes the inner product an expectation value. By hand and in `two_body_element`, it enters only through \(\langle\Psi,\Psi\rangle=1\). Without it, the right-hand side acquires a factor \(\|\Psi\|^2\).

Inserting the matrix element into the interaction, the Kronecker deltas remove the sums over \(r\) and \(s\):

\[
\tfrac12\sum_{p,q}\Big[V_{pqpq}\,n_p(n_q-\delta_{pq})+V_{pqqp}(1-\delta_{pq})\,n_pn_q\Big].
\]

The terms with \(q=p\) give \(\tfrac12\sum_pV_{pppp}n_p(n_p-1)\), and those with \(q\ne p\) give the direct and exchange sum.

```lean
/-- The interaction energy of a bosonic Fock state: same-mode pairs contribute
`½ V_iiii n_i (n_i - 1)`, distinct modes a direct and an exchange term. -/
theorem fock_interaction_energy [Fintype ι] (V : ι → ι → ι → ι → ℂ) (h : BosonModes a ad)
    (hadj : ∀ i x y, ⟪a i x, y⟫_ℂ = ⟪x, ad i y⟫_ℂ)
    (hn : ∀ i, ad i (a i Ψ) = (n i : ℂ) • Ψ) (hΨ : ‖Ψ‖ = 1) :
    ⟪Ψ, pairInteraction V a ad Ψ⟫_ℂ =
      1 / 2 * ∑ i, V i i i i * ((n i : ℂ) * ((n i : ℂ) - 1)) +
      1 / 2 * ∑ i, ∑ j ∈ Finset.univ.erase i,
        (V i j i j + V i j j i) * ((n i : ℂ) * (n j : ℂ)) := by
  -- Kronecker deltas select one term of a double sum
  have pick : ∀ (f : ι → ι → ℂ) (x y : ι) (A : ℂ), ∑ r, ∑ s, f r s *
      ((if r = x then 1 else 0) * (if s = y then 1 else 0) * A) = f x y * A := by
    intro f x y A
    rw [Finset.sum_eq_single x]
    · rw [Finset.sum_eq_single y]
      · simp
      · intro b _ hb
        simp [hb]
      · simp
    · intro b _ hb
      simp [hb]
    · simp
  simp only [pairInteraction, LinearMap.smul_apply, LinearMap.sum_apply,
    LinearMap.comp_apply, inner_smul_right, inner_sum, two_body_element h hadj hn hΨ]
  rw [← mul_add, ← Finset.sum_add_distrib]
  congr 1
  refine Finset.sum_congr rfl fun p _ => ?_
  have hpq : ∀ (q : ι) (A B : ℂ), ∑ r, ∑ s, V p q r s *
      ((if r = p then 1 else 0) * (if s = q then 1 else 0) * A +
        (if r = q then 1 else 0) * (if s = p then 1 else 0) * B) =
      V p q p q * A + V p q q p * B := by
    intro q A B
    rw [← pick (V p q) p q A, ← pick (V p q) q p B]
    simp only [← Finset.sum_add_distrib, ← mul_add]
  simp only [hpq]
  -- separate the same-mode term from the distinct modes
  rw [← Finset.add_sum_erase _ _ (Finset.mem_univ p)]
  congr 1
  · simp
  · refine Finset.sum_congr rfl fun q hq => ?_
    have hne : q ≠ p := Finset.ne_of_mem_erase hq
    rw [if_neg hne, if_neg hne.symm]
    ring
```

In the proof, `pick` evaluates a double sum containing two deltas, `hpq` applies it to both pairings, and `Finset.add_sum_erase` splits off \(q=p\). The set `Finset.univ.erase i` contains all modes except \(i\), so the last sum runs over ordered pairs.

As a numerical instance, take two modes with \(n_1=2\), \(n_2=1\), \(V_{1111}=1\), and \(V_{1212}=V_{2121}=V_{1221}=V_{2112}=\tfrac12\). The same-mode part is \(\tfrac12\cdot1\cdot2\cdot1=1\); mode 2 contributes nothing, whatever \(V_{2222}\) is. Each of the two ordered pairs gives \((\tfrac12+\tfrac12)\cdot2=2\), so the distinct-mode part is \(\tfrac12(2+2)=2\). The interaction energy is 3, of which 1 is exchange.

## All bosons in one mode

If \(N\) bosons occupy mode \(c\) and every other mode is empty, no two distinct modes are both occupied, and the distinct-mode sum vanishes. What remains is

\[
\tfrac12V_{cccc}\,N(N-1).
\]

Emptiness is stated as \(a_i\Psi=0\) for \(i\ne c\), which gives occupation zero at once.

```lean
/-- If `N` bosons occupy mode `c` and all other modes are empty, the interaction energy is
`½ V_cccc N (N - 1)`. -/
theorem condensate_energy [Fintype ι] (V : ι → ι → ι → ι → ℂ) (h : BosonModes a ad)
    (hadj : ∀ i x y, ⟪a i x, y⟫_ℂ = ⟪x, ad i y⟫_ℂ) (c : ι) (N : ℕ)
    (hc : ad c (a c Ψ) = (N : ℂ) • Ψ) (hempty : ∀ i, i ≠ c → a i Ψ = 0) (hΨ : ‖Ψ‖ = 1) :
    ⟪Ψ, pairInteraction V a ad Ψ⟫_ℂ = 1 / 2 * V c c c c * ((N : ℂ) * ((N : ℂ) - 1)) := by
  have hn : ∀ i, ad i (a i Ψ) = (((if i = c then N else 0 : ℕ)) : ℂ) • Ψ := by
    intro i
    by_cases hi : i = c
    · rw [if_pos hi, hi]
      exact hc
    · rw [if_neg hi, hempty i hi]
      simp
  rw [fock_interaction_energy (n := fun i => if i = c then N else 0) V h hadj hn hΨ]
  -- two distinct modes are never both occupied
  have hoff : ∑ i, ∑ j ∈ Finset.univ.erase i, (V i j i j + V i j j i) *
      (((if i = c then N else 0 : ℕ) : ℂ) * ((if j = c then N else 0 : ℕ) : ℂ)) = 0 := by
    refine Finset.sum_eq_zero fun i _ => Finset.sum_eq_zero fun j hj => ?_
    have hne : j ≠ i := Finset.ne_of_mem_erase hj
    by_cases hi : i = c
    · have hjc : j ≠ c := fun e => hne (e.trans hi.symm)
      simp [hjc]
    · simp [hi]
  rw [hoff, Finset.sum_eq_single c]
  · rw [if_pos rfl]
    ring
  · intro b _ hb
    simp [hb]
  · simp

end

end BosonFockEnergy
```

The proof applies the general formula with \(n_c=N\) and all other occupations zero; `hoff` is the vanishing of the distinct-mode sum. The energy is zero for \(N=0\) and \(N=1\), since there is no pair to interact, and equals \(V_{cccc}\) for \(N=2\).

```lean
#print axioms BosonFockEnergy.fock_interaction_energy
#print axioms BosonFockEnergy.condensate_energy
```

```
'BosonFockEnergy.fock_interaction_energy' depends on axioms: [propext, Classical.choice, Quot.sound]
'BosonFockEnergy.condensate_energy' depends on axioms: [propext, Classical.choice, Quot.sound]
```
